# In a finite Ising model, a bond stronger than the field and all other couplings at one of its ends combined is satisfied in every ground state

## Removing a spin before the search

An exhaustive search for the ground state of a finite Ising model with $N$ spins runs over $2^N$ configurations. Before it starts, one can go through the bonds and compare the strength of each with everything else that acts on one of its two spins. If the bond is stronger, the relative orientation of the two spins is known, one of them can be expressed by the other, and the number of configurations to be searched is halved.

In a binary alloy, $s_a=\pm1$ says which species occupies site $a$. The step then applies to a cluster expansion truncated at point and pair terms, on a finite cell whose composition is free to vary.

## Energy and the dominance criterion

Let $J_{ab}$ be real couplings with $J_{ab}=J_{ba}$ and $J_{aa}=0$, and let $h_a$ be real fields. The energy of a configuration $s$ is

$$E(s)=-\tfrac12\sum_{a,b}J_{ab}s_as_b-\sum_a h_as_a ,$$

where the factor $\tfrac12$ makes each pair count once. Positive $J_{ab}$ favours equal spins. A ground state is a configuration whose energy is least among all configurations.

The bond between $i$ and $j$ is satisfied if $J_{ij}s_is_j>0$ and unsatisfied if $J_{ij}s_is_j<0$. What competes with it at site $i$ has total strength

$$C_{ij}=|h_i|+\sum_{k\neq i,j}|J_{ik}| .$$

The main result is that $|J_{ij}|>C_{ij}$ implies $J_{ij}s_is_j>0$ in every ground state. Only the surroundings of $i$ enter. Since $J$ is symmetric, the criterion can be tried at either end of the bond, and one success is enough.

## The energy of a single flip

Reverse spin $i$ and leave the others alone. The part of the energy that contains $s_i$ is

$$-\tfrac12\Big(\sum_b J_{ib}s_is_b+\sum_a J_{ai}s_as_i\Big)-h_is_i=-s_i\Big(h_i+\sum_k J_{ik}s_k\Big),$$

by the symmetry of $J$ and $J_{ii}=0$. The bracket is the local field at $i$. It doesn't depend on $s_i$, so the flip changes the sign of the whole expression, and the energy changes by

$$\Delta E=2s_i\Big(h_i+\sum_k J_{ik}s_k\Big).$$

Now suppose that the bond $(i,j)$ is unsatisfied. Spins have modulus one, so $J_{ij}s_is_j=-|J_{ij}|$. Taking this term out of the sum gives

$$\Delta E=2\Big(s_ih_i+\sum_{k\ne i,j}J_{ik}s_is_k-|J_{ij}|\Big)\le 2\,(C_{ij}-|J_{ij}|),$$

because each remaining term is at most its absolute value.

If $|J_{ij}|>C_{ij}$, the right-hand side is negative. The flip would lower the energy, so a ground state can't have this bond unsatisfied. Nor can $J_{ij}s_is_j$ vanish, since its modulus is $|J_{ij}|>C_{ij}\ge0$. Hence it is positive.

## What the criterion gives in use

**Orientation.** In a ground state $s_j=s_i$ if $J_{ij}>0$, and $s_j=-s_i$ if $J_{ij}<0$.

**Restricted search.** The ground states are exactly the configurations of least energy among those that satisfy the bond. One direction is the main result. For the other, let $s$ be a minimiser of the restricted problem and $t$ any configuration. If $t$ satisfies the bond, $E(s)\le E(t)$ by assumption. If it doesn't, flipping $t$ at $i$ repairs the bond without raising the energy, and $s$ lies no higher than the repaired configuration.

The substitution $s_j=\sigma s_i$, with $\sigma$ the sign of $J_{ij}$, then leaves, apart from the constant $-|J_{ij}|$, an Ising model with one spin fewer, field $h_i+\sigma h_j$ at the merged site and couplings $J_{ik}+\sigma J_{jk}$ from it to the others. This contraction is plain algebra that the Lean file does not carry out.

**Equality.** If only $|J_{ij}|\ge C_{ij}$ is known and $J_{ij}\ne0$, an unsatisfied bond in a ground state can be repaired with $\Delta E\le0$. The repaired configuration is again a ground state. Imposing the bond may then lose some ground states, but not all of them.

## Two spins at equality, and at fixed composition

Take two spins with $J_{01}=1$, $h_0=1$ and $h_1=-1$. Then $C_{01}=1=|J_{01}|$, and

$$E=-s_0s_1-s_0+s_1 .$$

The configurations $(1,1)$, $(1,-1)$ and $(-1,-1)$ all have energy $-1$, while $(-1,1)$ has energy $3$. So $(1,-1)$ is a ground state with an unsatisfied bond, and the strict inequality in the main result is needed.

Minimising over all configurations matters as well, because a single flip changes the composition. With $J_{01}=1$, no fields and the constraint $s_0+s_1=0$, the bond is dominant, yet both allowed configurations leave it unsatisfied. For an alloy at fixed composition the criterion therefore can't be used in this form.

## The statement in Lean

The sites form a finite type `ι`, with no lattice or dimension attached. Couplings are a matrix `J : Matrix ι ι ℝ`, and `IsCoupling J` states the symmetry and the zero diagonal. A configuration is a real function `s : ι → ℝ` together with `IsSpin s`, which says that every value is $1$ or $-1$. `IsGroundState J h s` says that `s` is such a configuration and that no other has lower energy.

The quantity $C_{ij}$ is `competing J h i j`. Its sum runs over `(univ.erase j).erase i`, that is, over all sites except $i$ and $j$. For two sites the sum is empty and the criterion reads $|J_{ij}|>|h_i|$. The case $i=j$ needs no separate exclusion: there $J_{ii}=0$, so the strict criterion can't hold.

The main result is `bond_satisfied`. The orientation rule is `relative_orientation`, the restricted search is `groundState_iff_restricted`, the case of equality is `exists_satisfied_of_le`, and the two-spin example with fields is `strictness_needed`. Interactions among three or more sites, which a cluster expansion often contains, are not covered.

Configurations could also have been modelled as functions from `ι` to a type with two elements. The hypothesis `IsSpin` would then disappear, and the existence of a ground state would follow at once from the finiteness of the set of configurations. In exchange, the energy would need a conversion from the two elements to the numbers $\pm1$. With real functions the energy is an ordinary polynomial expression. That every such model has a ground state is not proved in the file.

```lean
import Mathlib

open Finset

namespace IsingGroundStatePreprocessing

noncomputable section

variable {ι : Type*} [Fintype ι] [DecidableEq ι]

/-- Pair couplings: symmetric, with no self-coupling. -/
def IsCoupling (J : Matrix ι ι ℝ) : Prop :=
  (∀ a b, J a b = J b a) ∧ ∀ a, J a a = 0

/-- An Ising configuration: every spin is `+1` or `-1`. -/
def IsSpin (s : ι → ℝ) : Prop := ∀ a, s a = 1 ∨ s a = -1

/-- The Ising energy; the factor one half makes each pair count once. -/
def energy (J : Matrix ι ι ℝ) (h s : ι → ℝ) : ℝ :=
  -(1 / 2) * (∑ a, ∑ b, J a b * s a * s b) - ∑ a, h a * s a

/-- A ground state is a spin configuration of least energy. -/
def IsGroundState (J : Matrix ι ι ℝ) (h s : ι → ℝ) : Prop :=
  IsSpin s ∧ ∀ t, IsSpin t → energy J h s ≤ energy J h t

/-- The configuration with spin `i` reversed. -/
def flipSpin (s : ι → ℝ) (i : ι) : ι → ℝ := Function.update s i (-s i)

/-- The local field at `i`: the external field plus the sum of `J i k * s k` over all sites `k`. The
term `k = i` vanishes if `J i i = 0`. -/
def localField (J : Matrix ι ι ℝ) (h s : ι → ℝ) (i : ι) : ℝ :=
  h i + ∑ k, J i k * s k

/-- The total strength of the field and of all couplings at `i` other than the bond to `j`. -/
def competing (J : Matrix ι ι ℝ) (h : ι → ℝ) (i j : ι) : ℝ :=
  |h i| + ∑ k ∈ (univ.erase j).erase i, |J i k|

omit [Fintype ι] in
private lemma flip_same (s : ι → ℝ) (i : ι) : flipSpin s i i = -s i := by
  simp [flipSpin]

omit [Fintype ι] in
private lemma flip_ne (s : ι → ℝ) {i a : ι} (ha : a ≠ i) : flipSpin s i a = s a := by
  simp [flipSpin, ha]

omit [Fintype ι] in
private lemma flip_isSpin {s : ι → ℝ} (hs : IsSpin s) (i : ι) : IsSpin (flipSpin s i) := by
  intro a
  by_cases ha : a = i
  · rw [ha, flip_same]
    rcases hs i with h | h <;> simp [h]
  · rw [flip_ne s ha]
    exact hs a

omit [Fintype ι] [DecidableEq ι] in
private lemma abs_bond {s : ι → ℝ} (hs : IsSpin s) (c : ℝ) (i j : ι) :
    |c * s i * s j| = |c| := by
  rcases hs i with h | h <;> rcases hs j with h' | h' <;> simp [h, h']

private lemma spin_mul_le {x : ℝ} (hx : x = 1 ∨ x = -1) (y : ℝ) : x * y ≤ |y| := by
  rcases hx with h | h <;> rw [h] <;> linarith [le_abs_self y, neg_abs_le y]

omit [Fintype ι] [DecidableEq ι] in
private lemma ne_of_coupling {J : Matrix ι ι ℝ} (hJ : IsCoupling J) {i j : ι}
    (h0 : J i j ≠ 0) : i ≠ j := by
  intro h
  rw [h] at h0
  exact h0 (hJ.2 j)

omit [Fintype ι] in
private lemma flip_bond (J : Matrix ι ι ℝ) (s : ι → ℝ) {i j : ι} (hij : i ≠ j) :
    J i j * flipSpin s i i * flipSpin s i j = -(J i j * s i * s j) := by
  rw [flip_same, flip_ne s hij.symm]
  ring

/-- Reversing spin `i` changes the energy by twice the spin times its local field. -/
theorem energy_flip {J : Matrix ι ι ℝ} (hJ : IsCoupling J) (h s : ι → ℝ) (i : ι) :
    energy J h (flipSpin s i) = energy J h s + 2 * s i * localField J h s i := by
  -- only the terms containing spin `i` change
  have hq : ∀ a b, J a b * flipSpin s i a * flipSpin s i b = J a b * s a * s b
      + (if a = i then -2 * s i * (J i b * s b) else 0)
      + (if b = i then -2 * s i * (J i a * s a) else 0) := by
    intro a b
    by_cases ha : a = i
    · by_cases hb : b = i
      · rw [ha, hb]
        simp [hJ.2 i]
      · rw [ha, flip_same, flip_ne s hb]
        simp only [if_neg hb, ↓reduceIte]
        ring
    · by_cases hb : b = i
      · rw [hb, flip_same, flip_ne s ha, hJ.1 a i]
        simp only [if_neg ha, ↓reduceIte]
        ring
      · simp only [flip_ne s ha, flip_ne s hb, if_neg ha, if_neg hb, add_zero]
  have hl : ∀ a, h a * flipSpin s i a = h a * s a
      + (if a = i then -2 * s i * h i else 0) := by
    intro a
    by_cases ha : a = i
    · rw [ha, flip_same]
      simp only [↓reduceIte]
      ring
    · simp only [flip_ne s ha, if_neg ha, add_zero]
  have h1 : ∑ a, ∑ b, (if a = i then -2 * s i * (J i b * s b) else 0)
      = -2 * s i * ∑ b, J i b * s b := by
    rw [Finset.sum_comm]
    simp only [Finset.sum_ite_eq', Finset.mem_univ, if_true, Finset.mul_sum]
  have h2 : ∑ a, ∑ b, (if b = i then -2 * s i * (J i a * s a) else 0)
      = -2 * s i * ∑ b, J i b * s b := by
    simp only [Finset.sum_ite_eq', Finset.mem_univ, if_true, Finset.mul_sum]
  have h3 : ∑ a, (if a = i then -2 * s i * h i else 0) = -2 * s i * h i := by
    simp only [Finset.sum_ite_eq', Finset.mem_univ, if_true]
  unfold energy localField
  simp only [hq, hl, Finset.sum_add_distrib]
  rw [h1, h2, h3]
  ring

/-- If the bond `i j` is unsatisfied, reversing spin `i` changes the energy by at most twice the
difference "competing strength minus bond strength". -/
theorem energy_flip_le {J : Matrix ι ι ℝ} (hJ : IsCoupling J) (h : ι → ℝ) {s : ι → ℝ}
    (hs : IsSpin s) {i j : ι} (hneg : J i j * s i * s j < 0) :
    energy J h (flipSpin s i) ≤ energy J h s + 2 * (competing J h i j - |J i j|) := by
  have hij : i ≠ j := ne_of_coupling hJ (by intro h0; simp [h0] at hneg)
  -- isolate the bond to `j` in the local field
  have e1 : J i j * s j + ∑ k ∈ univ.erase j, J i k * s k = ∑ k, J i k * s k :=
    Finset.add_sum_erase univ (fun k => J i k * s k) (mem_univ j)
  have e2 : J i i * s i + ∑ k ∈ (univ.erase j).erase i, J i k * s k
      = ∑ k ∈ univ.erase j, J i k * s k :=
    Finset.add_sum_erase (univ.erase j) (fun k => J i k * s k)
      (Finset.mem_erase.mpr ⟨hij, mem_univ i⟩)
  rw [hJ.2 i, zero_mul, zero_add] at e2
  have b1 := spin_mul_le (hs i) (h i)
  have b2 : s i * ∑ k ∈ (univ.erase j).erase i, J i k * s k
      ≤ ∑ k ∈ (univ.erase j).erase i, |J i k| := by
    rw [Finset.mul_sum]
    refine Finset.sum_le_sum fun k _ => ?_
    calc s i * (J i k * s k) = J i k * s i * s k := by ring
      _ ≤ |J i k * s i * s k| := le_abs_self _
      _ = |J i k| := abs_bond hs _ i k
  have b3 := abs_bond hs (J i j) i j
  rw [abs_of_neg hneg] at b3
  rw [energy_flip hJ]
  unfold localField competing
  rw [← e1, ← e2]
  linarith

/-- If a bond is stronger than the field and all other couplings at one of its ends together,
every ground state satisfies that bond. -/
theorem bond_satisfied {J : Matrix ι ι ℝ} (hJ : IsCoupling J) {h s : ι → ℝ} {i j : ι}
    (hdom : competing J h i j < |J i j|) (hs : IsGroundState J h s) :
    0 < J i j * s i * s j := by
  have hc : 0 ≤ competing J h i j := by unfold competing; positivity
  have hne : J i j * s i * s j ≠ 0 := by
    rw [← abs_pos, abs_bond hs.1]
    linarith
  by_contra hcon
  -- repairing an unsatisfied bond would lower the energy
  have hneg := lt_of_le_of_ne (not_lt.mp hcon) hne
  linarith [energy_flip_le hJ h hs.1 hneg, hs.2 _ (flip_isSpin hs.1 i)]

/-- Across a dominant bond the two spins of a ground state are equal if the coupling is
positive and opposite if it is negative. -/
theorem relative_orientation {J : Matrix ι ι ℝ} (hJ : IsCoupling J) {h s : ι → ℝ} {i j : ι}
    (hdom : competing J h i j < |J i j|) (hs : IsGroundState J h s) :
    (0 < J i j → s j = s i) ∧ (J i j < 0 → s j = -s i) := by
  have hb := bond_satisfied hJ hdom hs
  constructor <;> intro hsign <;> rcases hs.1 i with hi | hi <;>
    rcases hs.1 j with hj | hj <;> rw [hi, hj] at hb ⊢ <;> linarith

/-- For a dominant bond, the ground states are exactly the configurations of least energy
among those that satisfy the bond. -/
theorem groundState_iff_restricted {J : Matrix ι ι ℝ} (hJ : IsCoupling J) {h s : ι → ℝ}
    {i j : ι} (hdom : competing J h i j < |J i j|) :
    IsGroundState J h s ↔ IsSpin s ∧ 0 < J i j * s i * s j ∧
      ∀ t, IsSpin t → 0 < J i j * t i * t j → energy J h s ≤ energy J h t := by
  constructor
  · intro hs
    exact ⟨hs.1, bond_satisfied hJ hdom hs, fun t ht _ => hs.2 t ht⟩
  · rintro ⟨hs, hb, hmin⟩
    refine ⟨hs, fun t ht => ?_⟩
    have h0 : J i j ≠ 0 := by intro h0; simp [h0] at hb
    have hne : J i j * t i * t j ≠ 0 := by
      rw [← abs_pos, abs_bond ht]
      exact abs_pos.mpr h0
    rcases lt_or_gt_of_ne hne with hneg | hpos
    · -- compare with the configuration in which the bond is repaired
      have hf := hmin _ (flip_isSpin ht i)
        (by rw [flip_bond J t (ne_of_coupling hJ h0)]; linarith)
      linarith [energy_flip_le hJ h ht hneg]
    · exact hmin t ht hpos

/-- If a nonzero bond is only at least as strong as its competitors together, then given any ground
state there is a ground state that satisfies the bond. -/
theorem exists_satisfied_of_le {J : Matrix ι ι ℝ} (hJ : IsCoupling J) {h s : ι → ℝ} {i j : ι}
    (h0 : J i j ≠ 0) (hdom : competing J h i j ≤ |J i j|) (hs : IsGroundState J h s) :
    ∃ t, IsGroundState J h t ∧ 0 < J i j * t i * t j := by
  have hne : J i j * s i * s j ≠ 0 := by
    rw [← abs_pos, abs_bond hs.1]
    exact abs_pos.mpr h0
  rcases lt_or_gt_of_ne hne with hneg | hpos
  · refine ⟨flipSpin s i, ⟨flip_isSpin hs.1 i, fun t ht => ?_⟩, ?_⟩
    · linarith [energy_flip_le hJ h hs.1 hneg, hs.2 t ht]
    · rw [flip_bond J s (ne_of_coupling hJ h0)]
      linarith
  · exact ⟨s, hs, hpos⟩

/-- Two spins with unit coupling in opposite unit fields: the bond strength equals the
competing strength, and a ground state leaves the bond unsatisfied. -/
theorem strictness_needed :
    let J : Matrix (Fin 2) (Fin 2) ℝ := !![0, 1; 1, 0]
    let h : Fin 2 → ℝ := ![1, -1]
    let s : Fin 2 → ℝ := ![1, -1]
    IsCoupling J ∧ competing J h 0 1 = |J 0 1| ∧ IsGroundState J h s ∧
      J 0 1 * s 0 * s 1 < 0 := by
  intro J h s
  have he : ((univ : Finset (Fin 2)).erase 1).erase 0 = ∅ := by decide
  refine ⟨⟨?_, ?_⟩, ?_, ⟨?_, ?_⟩, ?_⟩
  · intro a b
    fin_cases a <;> fin_cases b <;> simp [J]
  · intro a
    fin_cases a <;> simp [J]
  · unfold competing
    rw [he]
    simp [J, h]
  · intro a
    fin_cases a <;> simp [s]
  · intro t ht
    rcases ht 0 with h0 | h0 <;> rcases ht 1 with h1 | h1 <;>
      norm_num [energy, Fin.sum_univ_two, J, h, s, h0, h1]
  · norm_num [J, s]

end

end IsingGroundStatePreprocessing
```

```lean
#print axioms IsingGroundStatePreprocessing.bond_satisfied
-- 'IsingGroundStatePreprocessing.bond_satisfied' depends on axioms: [propext, Classical.choice, Quot.sound]
#print axioms IsingGroundStatePreprocessing.relative_orientation
-- 'IsingGroundStatePreprocessing.relative_orientation' depends on axioms: [propext, Classical.choice, Quot.sound]
#print axioms IsingGroundStatePreprocessing.exists_satisfied_of_le
-- 'IsingGroundStatePreprocessing.exists_satisfied_of_le' depends on axioms: [propext, Classical.choice, Quot.sound]
#print axioms IsingGroundStatePreprocessing.strictness_needed
-- 'IsingGroundStatePreprocessing.strictness_needed' depends on axioms: [propext, Classical.choice, Quot.sound]
```

## How the proof follows the flip

The short private lemmas collect what is needed about signs and flips. `flip_isSpin` says that a flipped configuration is still a configuration, `abs_bond` that $|c\,s_is_j|=|c|$, and `flip_bond` that flipping one end of a bond reverses the sign of $J_{ij}s_is_j$. `ne_of_coupling` obtains $i\ne j$ from $J_{ij}\neq0$.

`energy_flip` is the formula for $\Delta E$. The derivation by hand singled out the terms that contain $s_i$. Lean does this with `hq`, which writes every quadratic term of the flipped configuration as the old term plus two corrections, one present when $a=i$ and one when $b=i$. If both indices equal $i$, the corrections vanish because $J_{ii}=0$. The statement `hl` does the same for the field terms. Summed over all sites, each quadratic correction gives $-2s_i\sum_bJ_{ib}s_b$ (`h1` and `h2`), and the prefactor $-\tfrac12$ turns the two together into the coupling part of $\Delta E$. The field part comes from `h3`.

`energy_flip_le` is the bound for an unsatisfied bond. The equations `e1` and `e2` take first the term of $j$ and then the vanishing term of $i$ out of the local field. Three facts remain to be combined: `b1` bounds $s_ih_i$ by $|h_i|$, `b2` bounds the other couplings term by term, and `b3` identifies $-J_{ij}s_is_j$ with $|J_{ij}|$. The final `linarith` adds them up.

`bond_satisfied` first shows that the bond term is nonzero and then argues by contradiction. If the term were not positive it would be negative, and `energy_flip_le` would give a configuration below the ground state. `relative_orientation` goes through the four possible values of the two spins and discards those that contradict the sign of the bond term.

The reverse direction of `groundState_iff_restricted` and the proof of `exists_satisfied_of_le` both split on the sign of a bond term. In the negative case they use the flipped configuration, with `flip_bond` to confirm that the bond is now satisfied. `strictness_needed` evaluates the energy in all four configurations of the two spins and compares each with that of $(1,-1)$.
